# A five-point grid energy below every continuum trial energy in the sech² well

A particle moves in one dimension in the potential $-\operatorname{sech}^2x$, with $\hbar=m=1$. In a basis-set calculation, projecting the Hamiltonian onto trial functions gives upper bounds to the ground-state energy. A finite-difference calculation replaces $\psi''$ by a difference quotient, which changes the operator. Does the bound survive? For this one-particle model at grid spacing 1, the problems below decide.

```lean
import Mathlib

open Matrix

namespace GridEnergyNotVariational

noncomputable section
```

Here $\operatorname{sech}x=1/\cosh x$.

```lean
/-- The hyperbolic secant. -/
def sech (x : ℝ) : ℝ := 1 / Real.cosh x
```

`gridHamiltonian n x₀` acts on values at $x_0,\dots,x_0+n-1$. At spacing 1, the difference formula for $-\psi''/2$ puts 1 on the diagonal and $-1/2$ between neighbours. Outside the grid the wave function is zero.

```lean
/-- The three-point Hamiltonian at spacing 1 for the potential `-sech²`, on the `n` grid points
`x₀, x₀ + 1, …`, with the wave function set to zero outside the grid. -/
def gridHamiltonian (n : ℕ) (x₀ : ℝ) : Matrix (Fin n) (Fin n) ℝ :=
  Matrix.of fun i j =>
    if i = j then 1 - sech (x₀ + ((i : ℕ) : ℝ)) ^ 2
    else if (i : ℕ) + 1 = (j : ℕ) ∨ (j : ℕ) + 1 = (i : ℕ) then -1 / 2 else 0
```

`trialEnergy a b ψ` is the energy integral of a real $\psi$, not divided by the squared norm $\int_a^b\psi^2$.

```lean
/-- The continuum energy integral of a real trial function `ψ` on the interval from `a` to `b`:
kinetic energy plus the energy in the potential `-sech²`. -/
def trialEnergy (a b : ℝ) (ψ : ℝ → ℝ) : ℝ :=
  ∫ x in a..b, (deriv ψ x ^ 2 / 2 - sech x ^ 2 * ψ x ^ 2)
```

### (a) An identity for the squares

Write $\tau=\sinh x\,\operatorname{sech}x=\tanh x$. Show that $\tau^2+\operatorname{sech}^2x=1$.

**Solution.** Divide $\cosh^2x-\sinh^2x=1$ by $\cosh^2x$. In Lean, `linear_combination` combines this identity with $\cosh x\,\operatorname{sech}x=1$.

```lean
/-- The squares of `tanh = sinh · sech` and `sech` add up to one. -/
theorem tanh_sq_add_sech_sq (x : ℝ) : (Real.sinh x * sech x) ^ 2 + sech x ^ 2 = 1 := by
  have hc : Real.cosh x * sech x = 1 := mul_one_div_cancel (Real.cosh_pos x).ne'
  linear_combination (-sech x ^ 2) * Real.cosh_sq x + (Real.cosh x * sech x + 1) * hc
```

### (b) The slope of sech

Show that $\operatorname{sech}'x=-\sinh x\,\operatorname{sech}^2x$.

**Solution.** The quotient rule gives $-\sinh x/\cosh^2x$.

```lean
/-- The first derivative of `sech` is `-sinh · sech²`. -/
theorem hasDerivAt_sech (x : ℝ) : HasDerivAt sech (-(Real.sinh x * sech x ^ 2)) x := by
  have h : HasDerivAt sech
      ((0 * Real.cosh x - 1 * Real.sinh x) / Real.cosh x ^ 2) x :=
    (hasDerivAt_const x (1 : ℝ)).fun_div (Real.hasDerivAt_cosh x) (Real.cosh_pos x).ne'
  refine h.congr_deriv ?_
  unfold sech
  ring
```

### (c) A solution of the Schrödinger equation

Show that $\psi=\operatorname{sech}$ satisfies $-\tfrac12\psi''-\operatorname{sech}^2x\,\psi=-\tfrac12\psi$.

**Solution.** Differentiate (b) and use (a):
$$\operatorname{sech}''=-\cosh\operatorname{sech}^2+2\sinh^2\operatorname{sech}^3=-\operatorname{sech}+2(\operatorname{sech}-\operatorname{sech}^3)=\operatorname{sech}-2\operatorname{sech}^3.$$
Hence $-\tfrac12\operatorname{sech}''-\operatorname{sech}^3=-\tfrac12\operatorname{sech}$. The proof computes both derivatives, then closes the algebra with `linear_combination`.

```lean
/-- The function `sech` solves the Schrödinger equation `-ψ''/2 - sech² ψ = -ψ/2`. -/
theorem sech_schrodinger (x : ℝ) :
    -(1 / 2) * deriv (deriv sech) x - sech x ^ 2 * sech x = -(1 / 2) * sech x := by
  have hc : Real.cosh x * sech x = 1 := mul_one_div_cancel (Real.cosh_pos x).ne'
  have h1 : deriv sech = fun y => -(Real.sinh y * sech y ^ 2) :=
    funext fun y => (hasDerivAt_sech y).deriv
  have hp : HasDerivAt (fun y => sech y ^ 2)
      (2 * sech x * (-(Real.sinh x * sech x ^ 2))) x :=
    ((hasDerivAt_sech x).fun_pow 2).congr_deriv (by norm_num)
  have h2 := ((Real.hasDerivAt_sinh x).fun_mul hp).fun_neg
  rw [h1, h2.deriv]
  linear_combination (sech x ^ 3) * Real.cosh_sq x
    - (1 / 2) * sech x * (2 * Real.cosh x * sech x + 1) * hc
```

### (d) A floor for continuum energies

Let $a\le b$, and let $\psi$ be continuously differentiable on the real line with $\psi(a)=\psi(b)=0$. Show that
$$\int_a^b\left(\tfrac12\psi'^2-\operatorname{sech}^2x\,\psi^2\right)dx\ \ge\ -\tfrac12\int_a^b\psi^2\,dx.$$

**Solution.** Since $\tau'=\operatorname{sech}^2x$, expanding the square and using (a) gives
$$\tfrac12(\psi'+\tau\psi)^2=\tfrac12\psi'^2-\operatorname{sech}^2x\,\psi^2+\tfrac12\psi^2+\tfrac12(\tau\psi^2)'.$$
Integrate. The left side is nonnegative (`hpos`) and the last term vanishes at the ends (`hzero`); `hsplit` is the integrated identity. The function sech never vanishes, so it is not itself one of these trial functions.

```lean
/-- In the continuum, a continuously differentiable trial function that vanishes at both ends of
an interval has energy at least `-1/2` times its squared norm. -/
theorem continuum_bound {a b : ℝ} (hab : a ≤ b) {ψ : ℝ → ℝ} (hψ : ContDiff ℝ 1 ψ)
    (ha : ψ a = 0) (hb : ψ b = 0) :
    -(1 / 2) * (∫ x in a..b, ψ x ^ 2) ≤ trialEnergy a b ψ := by
  have hd : ∀ x, HasDerivAt ψ (deriv ψ x) x := fun x =>
    (hψ.differentiable (by norm_num) x).hasDerivAt
  have hc0 : Continuous ψ := hψ.continuous
  have hc1 : Continuous (deriv ψ) := hψ.continuous_deriv le_rfl
  have hcs : Continuous sech :=
    continuous_iff_continuousAt.2 fun x => (hasDerivAt_sech x).continuousAt
  have hsh : Continuous Real.sinh := Real.continuous_sinh
  -- the boundary term `tanh · ψ²` and its derivative
  have hG : ∀ x, HasDerivAt (fun y => Real.sinh y * sech y * ψ y ^ 2)
      (sech x ^ 2 * ψ x ^ 2 + Real.sinh x * sech x * (2 * ψ x * deriv ψ x)) x := by
    intro x
    have hc : Real.cosh x * sech x = 1 := mul_one_div_cancel (Real.cosh_pos x).ne'
    have ht : HasDerivAt (fun y => Real.sinh y * sech y) (sech x ^ 2) x :=
      ((Real.hasDerivAt_sinh x).fun_mul (hasDerivAt_sech x)).congr_deriv (by
        linear_combination sech x ^ 2 * Real.cosh_sq x - Real.cosh x * sech x * hc)
    have hp : HasDerivAt (fun y => ψ y ^ 2) (2 * ψ x * deriv ψ x) x :=
      ((hd x).fun_pow 2).congr_deriv (by norm_num)
    exact ht.fun_mul hp
  have hzero : (∫ x in a..b, (sech x ^ 2 * ψ x ^ 2
      + Real.sinh x * sech x * (2 * ψ x * deriv ψ x))) = 0 := by
    rw [intervalIntegral.integral_eq_sub_of_hasDerivAt (fun x _ => hG x)
      (Continuous.intervalIntegrable (by fun_prop) a b)]
    simp [ha, hb]
  have hpos : 0 ≤ ∫ x in a..b, (deriv ψ x + Real.sinh x * sech x * ψ x) ^ 2 / 2 :=
    intervalIntegral.integral_nonneg hab (fun x _ => by positivity)
  -- completing the square under the integral
  have hsplit : (∫ x in a..b, (deriv ψ x + Real.sinh x * sech x * ψ x) ^ 2 / 2)
      = trialEnergy a b ψ + (∫ x in a..b, (1 / 2) * ψ x ^ 2)
        + ∫ x in a..b, (1 / 2) * (sech x ^ 2 * ψ x ^ 2
          + Real.sinh x * sech x * (2 * ψ x * deriv ψ x)) := by
    unfold trialEnergy
    rw [← intervalIntegral.integral_add, ← intervalIntegral.integral_add]
    · apply intervalIntegral.integral_congr
      intro x _
      dsimp only
      linear_combination (ψ x ^ 2 / 2) * tanh_sq_add_sech_sq x
    all_goals exact Continuous.intervalIntegrable (by fun_prop) _ _
  rw [intervalIntegral.integral_const_mul, intervalIntegral.integral_const_mul, hzero] at hsplit
  linarith
```

### (e) The well one step from its centre

Show that $\tfrac13<\operatorname{sech}^21<\tfrac12$.

**Solution.** From $2.718<e<2.719$ we get $\tfrac13<e^{-1}<\tfrac12$, so $\cosh1=(e+e^{-1})/2$ lies between $1.5$ and $1.7$. Its square lies between $2.25$ and $2.89$; take reciprocals.

```lean
/-- The potential depth one grid step from the centre satisfies `1/3 < sech² 1 < 1/2`. -/
theorem sech_one_sq_bounds : 1 / 3 < sech 1 ^ 2 ∧ sech 1 ^ 2 < 1 / 2 := by
  have h1 := Real.exp_one_gt_d9
  have h2 := Real.exp_one_lt_d9
  have hpq : Real.exp 1 * Real.exp (-1) = 1 := by rw [← Real.exp_add]; norm_num
  have hq1 : Real.exp (-1) < 1 / 2 := by nlinarith [Real.exp_pos (-1)]
  have hq2 : 1 / 3 < Real.exp (-1) := by nlinarith [Real.exp_pos (-1)]
  have hc := Real.cosh_eq 1
  have hlo : 3 / 2 < Real.cosh 1 := by linarith
  have hhi : Real.cosh 1 < 17 / 10 := by linarith
  unfold sech
  rw [div_pow, one_pow]
  exact ⟨one_div_lt_one_div_of_lt (by positivity) (by nlinarith),
    one_div_lt_one_div_of_lt (by norm_num) (by nlinarith)⟩
```

### (f) Five points

On $-2,\dots,2$, find an eigenvalue $E<-\tfrac12$.

**Solution.** Let $s=1-\operatorname{sech}^21$ and $t=1-\operatorname{sech}^22$. The diagonal is $(t,s,0,s,t)$. Try $v=(1,u,w,u,1)$. The outer rows give $u=2(t-E)$ and $w=4(s-E)(t-E)-1$. The central row requires
$$f(E)=Ew+u=0.$$
Here $0\le s<\tfrac23$ by (e), and $0\le t\le1$. Therefore
$$f(-1)=-4st-4s-2t-1<0,$$
$$f(-\tfrac12)=2(t+\tfrac12)(\tfrac23-s)+\tfrac13(1-t)>0.$$
The intermediate value theorem (`intermediate_value_Ioo`) supplies a root strictly between. Lean then checks the eigenvector row by row.

For numbers, take $s\approx0.580$ and $t\approx0.929$. Then $f(-0.54)\approx-0.08$ and $f(-0.53)\approx0.01$; refining gives $E\approx-0.532$. The normalised eigenvector is about $(0.14,0.42,0.78,0.42,0.14)$.

```lean
/-- The grid Hamiltonian on the five points `-2, …, 2` has an eigenvalue below `-1/2`. -/
theorem five_point_eigenvalue :
    ∃ (E : ℝ) (v : Fin 5 → ℝ), v ≠ 0 ∧ gridHamiltonian 5 (-2) *ᵥ v = E • v ∧ E < -1 / 2 := by
  have hneg : ∀ x, sech (-x) = sech x := fun x => by simp [sech]
  have h0 : sech 0 = 1 := by simp [sech]
  obtain ⟨s, hs⟩ : ∃ s, s = 1 - sech 1 ^ 2 := ⟨_, rfl⟩
  obtain ⟨t, ht⟩ : ∃ t, t = 1 - sech 2 ^ 2 := ⟨_, rfl⟩
  have hH : gridHamiltonian 5 (-2) = !![t, -1/2, 0, 0, 0; -1/2, s, -1/2, 0, 0;
      0, -1/2, 0, -1/2, 0; 0, 0, -1/2, s, -1/2; 0, 0, 0, -1/2, t] := by
    ext i j
    fin_cases i <;> fin_cases j <;> norm_num [gridHamiltonian, hs, ht, hneg, h0]
  have hs0 : 0 ≤ s := by linarith [sech_one_sq_bounds.2]
  have hs1 : s < 2 / 3 := by linarith [sech_one_sq_bounds.1]
  have ht0 : 0 ≤ t := by
    nlinarith [tanh_sq_add_sech_sq 2, sq_nonneg (Real.sinh 2 * sech 2)]
  have ht1 : t ≤ 1 := by linarith [sq_nonneg (sech 2)]
  -- the central equation changes sign between -1 and -1/2
  have hf : ContinuousOn (fun E : ℝ => E * (4 * (s - E) * (t - E) - 1) + 2 * (t - E))
      (Set.Icc (-1) (-1 / 2)) := by fun_prop
  obtain ⟨E, ⟨_, hE1⟩, hE⟩ := intermediate_value_Ioo (by norm_num) hf
    (show (0 : ℝ) ∈ Set.Ioo _ _ from
      ⟨by nlinarith [mul_nonneg hs0 ht0],
       by nlinarith [mul_pos (show 0 < t + 1 / 2 by linarith) (sub_pos.2 hs1)]⟩)
  dsimp only at hE
  refine ⟨E, ![1, 2 * (t - E), 4 * (s - E) * (t - E) - 1, 2 * (t - E), 1], ?_, ?_, hE1⟩
  · intro h
    have := congrFun h 0
    simp at this
  · rw [hH]
    ext i
    fin_cases i <;> simp [Matrix.mulVec, dotProduct, Fin.sum_univ_succ] <;> linarith
```

### (g) Three points

On $-1,0,1$, show that every eigenvalue satisfies $E>-\tfrac12$.

**Solution.** Suppose $E\le-\tfrac12$ with eigenvector $v=(v_0,v_1,v_2)$. Multiply each row of the eigenvalue equation by its component of $v$ and add (`hq`):
$$(s-E)(v_0^2+v_2^2)-Ev_1^2-v_1(v_0+v_2)=0.$$
Because $-E\ge\tfrac12$, completing the square gives
$$-Ev_1^2-v_1(v_0+v_2)\ge-\tfrac12(v_0+v_2)^2\ge-(v_0^2+v_2^2).$$
So $(s-E-1)(v_0^2+v_2^2)\le0$. By (e), $s>\tfrac12$, so the first factor is positive and $v_0=v_2=0$. The first row then gives $v_1=0$, contradicting $v\ne0$.

```lean
/-- On the three points `-1, 0, 1` every eigenvalue of the grid Hamiltonian lies above `-1/2`. -/
theorem three_point_eigenvalues {E : ℝ} {v : Fin 3 → ℝ} (hv : v ≠ 0)
    (h : gridHamiltonian 3 (-1) *ᵥ v = E • v) : -1 / 2 < E := by
  have hneg : ∀ x, sech (-x) = sech x := fun x => by simp [sech]
  have h0 : sech 0 = 1 := by simp [sech]
  obtain ⟨s, hs⟩ : ∃ s, s = 1 - sech 1 ^ 2 := ⟨_, rfl⟩
  have hH : gridHamiltonian 3 (-1) = !![s, -1/2, 0; -1/2, 0, -1/2; 0, -1/2, s] := by
    ext i j
    fin_cases i <;> fin_cases j <;> norm_num [gridHamiltonian, hs, hneg, h0]
  have hs1 : 1 / 2 < s := by linarith [sech_one_sq_bounds.2]
  rw [hH] at h
  have r0 : s * v 0 - v 1 / 2 = E * v 0 := by
    have := congrFun h 0
    simp [Matrix.mulVec, dotProduct, Fin.sum_univ_three] at this
    linarith
  have r1 : -v 0 / 2 - v 2 / 2 = E * v 1 := by
    have := congrFun h 1
    simp [Matrix.mulVec, dotProduct, Fin.sum_univ_three] at this
    linarith
  have r2 : -v 1 / 2 + s * v 2 = E * v 2 := by
    have := congrFun h 2
    simp [Matrix.mulVec, dotProduct, Fin.sum_univ_three] at this
    linarith
  by_contra hE
  have hE' : 0 ≤ -E - 1 / 2 := by linarith [not_lt.1 hE]
  -- the quadratic form of `H - E` at the eigenvector `v`, written out, is zero
  have hq : (s - E) * (v 0 ^ 2 + v 2 ^ 2) - E * v 1 ^ 2 - v 1 * (v 0 + v 2) = 0 := by
    linear_combination v 0 * r0 + v 1 * r1 + v 2 * r2
  have hle : (s - E - 1) * (v 0 ^ 2 + v 2 ^ 2) ≤ 0 := by
    nlinarith [sq_nonneg (v 1 - v 0 - v 2), sq_nonneg (v 0 - v 2),
      mul_nonneg hE' (sq_nonneg (v 1))]
  have hsum : v 0 ^ 2 + v 2 ^ 2 ≤ 0 := by
    by_contra hn
    have := mul_pos (show 0 < s - E - 1 by linarith) (not_le.1 hn)
    linarith
  have z0 : v 0 = 0 := pow_eq_zero_iff (two_ne_zero) |>.1
    (by linarith [sq_nonneg (v 0), sq_nonneg (v 2)])
  have z2 : v 2 = 0 := pow_eq_zero_iff (two_ne_zero) |>.1
    (by linarith [sq_nonneg (v 0), sq_nonneg (v 2)])
  have z1 : v 1 = 0 := by
    rw [z0] at r0
    linarith
  apply hv
  ext i
  fin_cases i
  · exact z0
  · exact z1
  · exact z2
```

### (h) Grid against continuum

Show that one eigenvalue $E<-\tfrac12$ of the five-point matrix satisfies
$$E\int_a^b\psi^2\,dx<\int_a^b\left(\tfrac12\psi'^2-\operatorname{sech}^2x\,\psi^2\right)dx$$
for every interval and every $\psi$ as in (d) with positive norm.

**Solution.** Take $E$ from (f), multiply $E<-\tfrac12$ by $\int_a^b\psi^2>0$, and apply (d). The same $E$ serves all intervals and trial functions, since it is chosen before them in the statement. Thus a grid energy need not be a variational upper bound. Both grids have spacing 1; the limit of fine spacing is not addressed.

```lean
/-- The five-point grid Hamiltonian has an eigenvalue below `-1/2` that lies strictly below the
continuum energy, per squared norm, of every continuously differentiable trial function of
positive norm vanishing at the ends of an interval. -/
theorem grid_energy_not_upper_bound :
    ∃ (E : ℝ) (v : Fin 5 → ℝ), v ≠ 0 ∧ gridHamiltonian 5 (-2) *ᵥ v = E • v ∧ E < -1 / 2 ∧
      ∀ (a b : ℝ) (ψ : ℝ → ℝ), a ≤ b → ContDiff ℝ 1 ψ → ψ a = 0 → ψ b = 0 →
        0 < (∫ x in a..b, ψ x ^ 2) → E * (∫ x in a..b, ψ x ^ 2) < trialEnergy a b ψ := by
  obtain ⟨E, v, hv, hEv, hE⟩ := five_point_eigenvalue
  refine ⟨E, v, hv, hEv, hE, ?_⟩
  intro a b ψ hab hψ ha hb hn
  have h1 := continuum_bound hab hψ ha hb
  have h2 := mul_lt_mul_of_pos_right hE hn
  linarith

end

end GridEnergyNotVariational
```

```lean
#print axioms GridEnergyNotVariational.sech_schrodinger
#print axioms GridEnergyNotVariational.three_point_eigenvalues
#print axioms GridEnergyNotVariational.grid_energy_not_upper_bound
```

```
'GridEnergyNotVariational.sech_schrodinger' depends on axioms: [propext, Classical.choice, Quot.sound]
'GridEnergyNotVariational.three_point_eigenvalues' depends on axioms: [propext, Classical.choice, Quot.sound]
'GridEnergyNotVariational.grid_energy_not_upper_bound' depends on axioms: [propext, Classical.choice, Quot.sound]
```
